# Two-step MCSCF optimisation converges on a positive definite quadratic energy

Let $x \in \mathbb{R}^m$ be orbital parameters and $y \in \mathbb{R}^n$ CI parameters, with $m$ and $n$ finite index sets. Let $A$, $B$, $C$ be real matrices of shapes $m\times m$, $m\times n$, $n\times n$, and let

$$E(x,y) = \tfrac12 x^T A x + x^T B y + \tfrac12 y^T C y, \qquad H = \begin{pmatrix} A & B \\ B^T & C \end{pmatrix},$$

with $H$ positive definite. Suppose that for $k = 0, 1, 2, \dots$ the vector $y_k$ minimises $E(x_k,\cdot)$ and $x_{k+1}$ minimises $E(\cdot,y_k)$. Then $x_k = M^k x_0$ with $M = A^{-1} B C^{-1} B^T$, and $x_k \to 0$, $y_k \to 0$ whatever $x_0$ is. This is the alternation of CI and orbital updates in a two-step MCSCF scheme, restricted to an exactly quadratic energy about a strict minimum and to exact sub-steps.

## The model

```lean
import Mathlib

open Matrix Filter Topology

namespace TwoStepMCSCF

noncomputable section

variable {m n : Type*} [Fintype m] [Fintype n] [DecidableEq m] [DecidableEq n]
variable {A : Matrix m m ℝ} {B : Matrix m n ℝ} {C : Matrix n n ℝ}
```

Vectors are functions `m → ℝ` and `n → ℝ`, `⬝ᵥ` is the dot product and `*ᵥ` applies a matrix to a vector. The Hessian is indexed by the disjoint union `m ⊕ n`, orbitals first.

```lean
/-- The Hessian with orbital block `A`, CI block `C` and orbital-CI coupling `B`. -/
def hessian (A : Matrix m m ℝ) (B : Matrix m n ℝ) (C : Matrix n n ℝ) :
    Matrix (m ⊕ n) (m ⊕ n) ℝ := fromBlocks A B Bᵀ C
```

The energy is measured from the stationary point: it has no constant and no linear term, and the point sought is $(0,0)$. The parameters are real and unconstrained, so CI normalisation and redundant rotations are taken as already eliminated.

```lean
/-- The quadratic energy in orbital parameters `x` and CI parameters `y`. -/
def energy (A : Matrix m m ℝ) (B : Matrix m n ℝ) (C : Matrix n n ℝ) (x : m → ℝ) (y : n → ℝ) :
    ℝ := 1 / 2 * (x ⬝ᵥ A *ᵥ x) + x ⬝ᵥ B *ᵥ y + 1 / 2 * (y ⬝ᵥ C *ᵥ y)
```

Setting $\partial E/\partial y = B^T x + C y$ to zero gives the CI update $y = -C^{-1}B^T x$.

```lean
/-- The CI update `y = -C⁻¹ Bᵀ x`. -/
def ciStep (B : Matrix m n ℝ) (C : Matrix n n ℝ) (x : m → ℝ) : n → ℝ := -(C⁻¹ *ᵥ (Bᵀ *ᵥ x))
```

Setting $\partial E/\partial x = A x + B y$ to zero gives the orbital update $x = -A^{-1} B y$.

```lean
/-- The orbital update `x = -A⁻¹ B y`. -/
def orbStep (A : Matrix m m ℝ) (B : Matrix m n ℝ) (y : n → ℝ) : m → ℝ := -(A⁻¹ *ᵥ (B *ᵥ y))
```

In the composition the two minus signs cancel, which leaves $M$.

```lean
/-- The sweep matrix `A⁻¹ B C⁻¹ Bᵀ`. -/
def sweep (A : Matrix m m ℝ) (B : Matrix m n ℝ) (C : Matrix n n ℝ) : Matrix m m ℝ :=
  A⁻¹ * B * C⁻¹ * Bᵀ
```

## The Hessian and its blocks

The coupling term is a number, so it equals its own transpose: $y^T B^T x = x^T B y$.

```lean
omit [DecidableEq m] [DecidableEq n] in
/-- The coupling term can be read either way: `yᵀ Bᵀ x = xᵀ B y`. -/
theorem dot_transpose (B : Matrix m n ℝ) (x : m → ℝ) (y : n → ℝ) :
    y ⬝ᵥ Bᵀ *ᵥ x = x ⬝ᵥ B *ᵥ y := by
  rw [mulVec_transpose, dotProduct_comm, ← dotProduct_mulVec]
```

Multiplying out the blocks on the joint vector $(x,y)$, written `Sum.elim x y`, gives

$$x^T A x + x^T B y + y^T B^T x + y^T C y = 2E(x,y).$$

```lean
omit [DecidableEq m] [DecidableEq n] in
/-- The quadratic form of the Hessian on the joint vector `(x, y)` is twice the energy. -/
theorem hessian_form (A : Matrix m m ℝ) (B : Matrix m n ℝ) (C : Matrix n n ℝ) (x : m → ℝ)
    (y : n → ℝ) : Sum.elim x y ⬝ᵥ hessian A B C *ᵥ Sum.elim x y = 2 * energy A B C x y := by
  have h : ∀ (a a' : m → ℝ) (b b' : n → ℝ),
      Sum.elim a b ⬝ᵥ Sum.elim a' b' = a ⬝ᵥ a' + b ⬝ᵥ b' := by
    intros
    simp [dotProduct, Fintype.sum_sum_type]
  rw [hessian, fromBlocks_mulVec, h]
  simp only [Sum.elim_comp_inl, Sum.elim_comp_inr, dotProduct_add, dot_transpose, energy]
  ring
```

`PosDef` means symmetric (Hermitian with trivial conjugation, which `star_trivial` removes) and strictly positive on nonzero vectors. Symmetry of $A$ and $C$ is read off the diagonal blocks of $H$. For $x \neq 0$ the vector $(x,0)$ gives $0 < 2E(x,0) = x^T A x$, and $(0,y)$ does the same for $C$. Mathlib assigns the zero matrix as the inverse of a singular one, and this lemma is what makes `A⁻¹` and `C⁻¹` true inverses wherever $H$ is positive definite.

```lean
omit [DecidableEq m] [DecidableEq n] in
/-- The orbital and CI blocks of a positive definite Hessian are positive definite. -/
theorem blocks_posDef (hH : (hessian A B C).PosDef) : A.PosDef ∧ C.PosDef := by
  constructor <;> rw [posDef_iff_dotProduct_mulVec]
  · refine ⟨IsHermitian.ext fun i j => hH.isHermitian.apply (Sum.inl i) (Sum.inl j), ?_⟩
    intro x hx
    have hne : Sum.elim x (0 : n → ℝ) ≠ 0 := fun h => hx (funext fun i => congrFun h (Sum.inl i))
    have := hH.dotProduct_mulVec_pos hne
    rw [star_trivial, hessian_form] at this
    simp only [energy, mulVec_zero, dotProduct_zero] at this
    rw [star_trivial]
    linarith
  · refine ⟨IsHermitian.ext fun i j => hH.isHermitian.apply (Sum.inr i) (Sum.inr j), ?_⟩
    intro y hy
    have hne : Sum.elim (0 : m → ℝ) y ≠ 0 := fun h => hy (funext fun i => congrFun h (Sum.inr i))
    have := hH.dotProduct_mulVec_pos hne
    rw [star_trivial, hessian_form] at this
    simp only [energy, zero_dotProduct] at this
    rw [star_trivial]
    linarith
```

## Each half-step is the unique minimiser

Let $P$ be positive definite, $b$ a vector, $f(z) = \tfrac12 z^T P z + z^T b$ and $w = -P^{-1} b$, so that $Pw = -b$. By the symmetry of $P$,

$$\tfrac12 (z-w)^T P (z-w) = \tfrac12 z^T P z + z^T b - \tfrac12 w^T b, \qquad f(w) = \tfrac12 w^T b,$$

and adding the two gives $f(z) = f(w) + \tfrac12 (z-w)^T P (z-w)$. The last term is nonnegative, so $w$ minimises $f$; it is positive for $z \ne w$, so nothing else does. In the proof `e` is $Pw = -b$, `key` is the completed square, and the two branches after `constructor` are uniqueness and minimality.

```lean
/-- For positive definite `P`, `y` minimises `½ zᵀPz + zᵀb` exactly when `y = -P⁻¹ b`. -/
theorem quad_min_iff {P : Matrix n n ℝ} (hP : P.PosDef) (b y : n → ℝ) :
    (∀ z, 1 / 2 * (y ⬝ᵥ P *ᵥ y) + y ⬝ᵥ b ≤ 1 / 2 * (z ⬝ᵥ P *ᵥ z) + z ⬝ᵥ b) ↔
      y = -(P⁻¹ *ᵥ b) := by
  have hu := (isUnit_iff_isUnit_det P).mp hP.isUnit
  have hs : Pᵀ = P := (conjTranspose_eq_transpose_of_trivial P).symm.trans hP.isHermitian.eq
  obtain ⟨w, hw⟩ : ∃ w, w = -(P⁻¹ *ᵥ b) := ⟨_, rfl⟩
  have e : P *ᵥ w = -b := by
    rw [hw, mulVec_neg, mulVec_mulVec, mul_nonsing_inv _ hu, one_mulVec]
  -- complete the square around `w`
  have key : ∀ z, 1 / 2 * (z ⬝ᵥ P *ᵥ z) + z ⬝ᵥ b =
      1 / 2 * (w ⬝ᵥ P *ᵥ w) + w ⬝ᵥ b + 1 / 2 * ((z - w) ⬝ᵥ P *ᵥ (z - w)) := by
    intro z
    have s : w ⬝ᵥ P *ᵥ z = z ⬝ᵥ P *ᵥ w := by rw [← dot_transpose P z w, hs]
    simp only [mulVec_sub, sub_dotProduct, dotProduct_sub, s, e, dotProduct_neg]
    ring
  rw [← hw]
  constructor
  · intro h
    by_contra hne
    have := hP.dotProduct_mulVec_pos (sub_ne_zero.2 hne)
    rw [star_trivial] at this
    linarith [h w, key y]
  · intro hy z
    have := hP.posSemidef.dotProduct_mulVec_nonneg (z - w)
    rw [star_trivial] at this
    rw [hy]
    linarith [key z]
```

At fixed $x$, $E(x,y)$ is $f(y)$ plus a constant, with $P = C$ and $b = B^T x$. At fixed $y$, it is $f(x)$ plus a constant, with $P = A$ and $b = By$. The first two parts of the theorem are equivalences: a vector minimises the frozen energy exactly when it equals the update, so each $x_0$ generates one and only one alternating sequence. The third part is $-A^{-1}B(-C^{-1}B^T x) = Mx$.

```lean
/-- For a positive definite Hessian, the CI and orbital updates are the unique minimisers of the energy with the other set of
parameters frozen, and their composition is the sweep matrix. -/
theorem steps_minimise (hH : (hessian A B C).PosDef) :
    (∀ x y, (∀ y', energy A B C x y ≤ energy A B C x y') ↔ y = ciStep B C x) ∧
    (∀ x y, (∀ x', energy A B C x y ≤ energy A B C x' y) ↔ x = orbStep A B y) ∧
    ∀ x, orbStep A B (ciStep B C x) = sweep A B C *ᵥ x := by
  obtain ⟨hA, hC⟩ := blocks_posDef hH
  refine ⟨fun x y => ?_, fun x y => ?_, fun x => ?_⟩
  · refine Iff.trans (forall_congr' fun z => ?_) (quad_min_iff hC (Bᵀ *ᵥ x) y)
    simp only [energy, dot_transpose]
    constructor <;> intro h <;> linarith
  · refine Iff.trans (forall_congr' fun z => ?_) (quad_min_iff hA (B *ᵥ y) x)
    simp only [energy]
    constructor <;> intro h <;> linarith
  · simp [orbStep, ciStep, sweep, mulVec_neg, mulVec_mulVec, Matrix.mul_assoc]
```

## A positive definite form dominates a small multiple of any other

For $P$ positive definite and $Q$ any square matrix of the same size there is an $\varepsilon > 0$ with $\varepsilon\, v^T Q v \le v^T P v$ for all $v$. The function $g(u) = u^T P u / (|u^T Q u| + 1)$ is continuous, its denominator being at least 1, and positive for $u \neq 0$. On the compact unit sphere it attains a minimum $\varepsilon > 0$, so there

$$\varepsilon\, u^T Q u \le \varepsilon\,(|u^T Q u| + 1) \le u^T P u .$$

For $v \ne 0$ put $u = v/\|v\|$ and cancel the factor $\|v\|^{-2}$ on both sides; for $v = 0$ both sides vanish. The norm on `ι → ℝ` is the maximum norm, so the sphere is the surface of a cube, which is compact all the same. With no variables it is empty and the proof takes $\varepsilon = 1$.

```lean
/-- A positive definite form dominates a positive multiple of any quadratic form. -/
theorem exists_dominated {ι : Type*} [Fintype ι] {P : Matrix ι ι ℝ} (hP : P.PosDef)
    (Q : Matrix ι ι ℝ) : ∃ ε : ℝ, 0 < ε ∧ ∀ v, ε * (v ⬝ᵥ Q *ᵥ v) ≤ v ⬝ᵥ P *ᵥ v := by
  have cont : ∀ R : Matrix ι ι ℝ, Continuous fun v : ι → ℝ => v ⬝ᵥ R *ᵥ v := fun R => by
    fun_prop
  have cf : Continuous fun u : ι → ℝ => (u ⬝ᵥ P *ᵥ u) / (|u ⬝ᵥ Q *ᵥ u| + 1) :=
    (cont P).div ((cont Q).abs.add continuous_const)
      fun u => (add_pos_of_nonneg_of_pos (abs_nonneg (u ⬝ᵥ Q *ᵥ u)) one_pos).ne'
  -- the ratio has a positive minimum on the compact unit sphere
  obtain ⟨ε, hε, h⟩ : ∃ ε : ℝ, 0 < ε ∧ ∀ u ∈ Metric.sphere (0 : ι → ℝ) 1,
      ε ≤ (u ⬝ᵥ P *ᵥ u) / (|u ⬝ᵥ Q *ᵥ u| + 1) := by
    rcases (Metric.sphere (0 : ι → ℝ) 1).eq_empty_or_nonempty with h | h
    · exact ⟨1, one_pos, fun u hu => by rw [h] at hu; exact False.elim hu⟩
    · obtain ⟨u, hu, hm⟩ := (isCompact_sphere (0 : ι → ℝ) 1).exists_isMinOn h cf.continuousOn
      have hu0 : u ≠ 0 := by rintro rfl; simp at hu
      have hp := hP.dotProduct_mulVec_pos hu0
      rw [star_trivial] at hp
      exact ⟨_, div_pos hp (by positivity), fun w hw => isMinOn_iff.mp hm w hw⟩
  refine ⟨ε, hε, fun v => ?_⟩
  by_cases hv : v = 0
  · simp [hv]
  have hn : 0 < ‖v‖ := norm_pos_iff.mpr hv
  have h1 := h (‖v‖⁻¹ • v) (by
    rw [mem_sphere_zero_iff_norm, norm_smul, norm_inv, norm_norm, inv_mul_cancel₀ hn.ne'])
  rw [le_div_iff₀ (by positivity)] at h1
  have h2 := ((mul_le_mul_of_nonneg_left
    ((le_abs_self _).trans (le_add_of_nonneg_right zero_le_one)) hε.le)).trans h1
  simp only [mulVec_smul, dotProduct_smul, smul_dotProduct, smul_eq_mul] at h2
  have h3 : ‖v‖⁻¹ * ‖v‖⁻¹ * (ε * (v ⬝ᵥ Q *ᵥ v)) ≤ ‖v‖⁻¹ * ‖v‖⁻¹ * (v ⬝ᵥ P *ᵥ v) := by
    linarith
  exact le_of_mul_le_mul_left h3 (by positivity)
```

## One sweep contracts the orbital form

Take $P = H$ and $Q = \operatorname{diag}(A,C)$, which is `hessian A 0 C`. For all $x$ and $y$,

$$\varepsilon\,(x^T A x + y^T C y) \le x^T A x + 2 x^T B y + y^T C y .$$

This is `he`. Let $y$ be the CI update of $x$ and $z = Mx$ the orbital update of $y$. From $Cy = -B^T x$ and $Az = -By$ follow $y^T C y = -x^T B y$ and $z^T A z = -z^T B y$, which are `f1` and `f2`. The inequality at $(x,y)$ and at $(z,y)$ then reads

$$\varepsilon\,(x^T A x + y^T C y) \le x^T A x - y^T C y, \qquad \varepsilon\,(z^T A z + y^T C y) \le y^T C y - z^T A z .$$

The left side of the first is nonnegative, so $y^T C y \le x^T A x$. In the second, discarding $\varepsilon\, y^T C y \ge 0$ gives $(1+\varepsilon)\, z^T A z \le y^T C y$. Together, $z^T A z \le \kappa\, x^T A x$ with $\kappa = 1/(1+\varepsilon)$, and $0 \le \kappa < 1$. The statement provides some such $\kappa$, the same for all $x$, and makes no claim that it is the best one. The quantity guaranteed to contract is $x^T A x$; the Euclidean length of $x$ can grow in a single sweep.

One device here is worth reusing. Once `e1` records the equation that the CI update satisfies, `generalize ciStep B C x = y at e1 ⊢` replaces the expression by a plain variable, and likewise for `z`. The inverses disappear, each quadratic form becomes a single real number, and the closing `nlinarith` has only to find a linear combination of `f1`, `f2`, the two instances of `he` and the two nonnegative products that it is handed.

```lean
/-- For a positive definite Hessian, one sweep shrinks the orbital form `xᵀAx` by a uniform factor `0 ≤ κ < 1`. -/
theorem sweep_contracts (hH : (hessian A B C).PosDef) : ∃ κ : ℝ, 0 ≤ κ ∧ κ < 1 ∧
    ∀ x, (sweep A B C *ᵥ x) ⬝ᵥ A *ᵥ (sweep A B C *ᵥ x) ≤ κ * (x ⬝ᵥ A *ᵥ x) := by
  obtain ⟨hA, hC⟩ := blocks_posDef hH
  obtain ⟨ε, hε, h⟩ := exists_dominated hH (hessian A 0 C)
  have he : ∀ x y, ε * (x ⬝ᵥ A *ᵥ x + y ⬝ᵥ C *ᵥ y) ≤
      x ⬝ᵥ A *ᵥ x + 2 * (x ⬝ᵥ B *ᵥ y) + y ⬝ᵥ C *ᵥ y := fun x y => by
    have := h (Sum.elim x y)
    simp only [hessian_form, energy, zero_mulVec, dotProduct_zero] at this
    linarith
  have iA : ∀ b, A *ᵥ (-(A⁻¹ *ᵥ b)) = -b := fun b => by
    rw [mulVec_neg, mulVec_mulVec,
      mul_nonsing_inv _ ((isUnit_iff_isUnit_det A).mp hA.isUnit), one_mulVec]
  have iC : ∀ b, C *ᵥ (-(C⁻¹ *ᵥ b)) = -b := fun b => by
    rw [mulVec_neg, mulVec_mulVec,
      mul_nonsing_inv _ ((isUnit_iff_isUnit_det C).mp hC.isUnit), one_mulVec]
  have h1 : 0 < 1 + ε := by positivity
  refine ⟨1 / (1 + ε), by positivity, by rw [div_lt_iff₀ h1]; linarith, fun x => ?_⟩
  rw [← (steps_minimise hH).2.2, div_mul_eq_mul_div, one_mul, le_div_iff₀ h1]
  have e1 : C *ᵥ ciStep B C x = -(Bᵀ *ᵥ x) := iC _
  generalize ciStep B C x = y at e1 ⊢
  have e2 : A *ᵥ orbStep A B y = -(B *ᵥ y) := iA _
  generalize orbStep A B y = z at e2 ⊢
  -- stationarity ties each diagonal form to the coupling term
  have f1 : y ⬝ᵥ C *ᵥ y = -(x ⬝ᵥ B *ᵥ y) := by rw [e1, dotProduct_neg, dot_transpose]
  have f2 : z ⬝ᵥ A *ᵥ z = -(z ⬝ᵥ B *ᵥ y) := by rw [e2, dotProduct_neg]
  have p1 := hA.posSemidef.dotProduct_mulVec_nonneg x
  have p2 := hC.posSemidef.dotProduct_mulVec_nonneg y
  rw [star_trivial] at p1 p2
  nlinarith [he x y, he z y, mul_nonneg hε.le p1, mul_nonneg hε.le p2]
```

## Convergence

Induction on $k$ gives $v_k^T A v_k \le \kappa^k\, x_0^T A x_0$ for $v_k = M^k x_0$; this is `hq`. Domination with $P = A$ and $Q$ the identity gives $\delta > 0$ with $\delta\, v^T v \le v^T A v$ for all $v$. For each component $i$,

$$|(v_k)_i| \le \sqrt{v_k^T v_k} \le \sqrt{\kappa^k\, x_0^T A x_0/\delta} \;\to\; 0 .$$

In the proof `lim` is the limit of the right-hand side, `tendsto_pi_nhds` reduces convergence of vectors to convergence of components, and `squeeze_zero_norm` applies the bound.

```lean
/-- For a positive definite Hessian, the iterates of the sweep matrix tend to zero from every starting vector. -/
theorem sweep_tendsto (hH : (hessian A B C).PosDef) (x₀ : m → ℝ) :
    Tendsto (fun k : ℕ => sweep A B C ^ k *ᵥ x₀) atTop (𝓝 0) := by
  obtain ⟨κ, h0, h1, hκ⟩ := sweep_contracts hH
  obtain ⟨δ, hδ, hd⟩ := exists_dominated (blocks_posDef hH).1 1
  have hq : ∀ k : ℕ, (sweep A B C ^ k *ᵥ x₀) ⬝ᵥ A *ᵥ (sweep A B C ^ k *ᵥ x₀) ≤
      κ ^ k * (x₀ ⬝ᵥ A *ᵥ x₀) := by
    intro k
    induction k with
    | zero => simp
    | succ k ih =>
      rw [pow_succ' (sweep A B C), ← mulVec_mulVec, pow_succ' κ, mul_assoc]
      exact (hκ _).trans (mul_le_mul_of_nonneg_left ih h0)
  have lim := ((tendsto_pow_atTop_nhds_zero_of_lt_one h0 h1).mul_const
    (x₀ ⬝ᵥ A *ᵥ x₀ / δ)).sqrt
  rw [zero_mul, Real.sqrt_zero] at lim
  refine tendsto_pi_nhds.mpr fun i => ?_
  rw [Pi.zero_apply]
  refine squeeze_zero_norm (fun k => Real.abs_le_sqrt ?_) lim
  have hk := hq k
  generalize sweep A B C ^ k *ᵥ x₀ = v at hk ⊢
  have s : v i * v i ≤ v ⬝ᵥ v := Finset.single_le_sum (f := fun j => v j * v j)
    (fun j _ => mul_self_nonneg _) (Finset.mem_univ i)
  have t := hd v
  rw [one_mulVec] at t
  rw [← mul_div_assoc, le_div_iff₀ hδ]
  nlinarith [mul_le_mul_of_nonneg_left s hδ.le]
```

The main theorem takes sequences `x` and `y`, with `x k` for $x_k$ and `y k` for $y_k$. The hypothesis `hy` says $E(x_k,y_k) \le E(x_k,y')$ for all $y'$, and `hx` says $E(x_{k+1},y_k) \le E(x',y_k)$ for all $x'$. A sweep therefore begins with the CI step, and neither hypothesis mentions an inverse. Uniqueness of the minimisers gives $y_k = -C^{-1}B^T x_k$ (`ey`) and $x_{k+1} = M x_k$ (`step`), and induction gives $x_k = M^k x_0$ (`ex`). Then $x_k \to 0$, and $y_k \to 0$ because the CI update is continuous and sends 0 to 0.

Positive definiteness of $H$ is assumed in `hH`, not derived from a Hamiltonian. The theorem does not cover saddle points, semidefinite Hessians left by redundant parameters, cubic and higher terms of a real MCSCF energy, or inexact sub-steps. Convergence from every $x_0$ is a statement about the quadratic model, where $A$, $B$, $C$ stay fixed however far $x_0$ lies from the minimum.

```lean
/-- Two-step optimisation with a positive definite Hessian: if `y k` minimises the energy at fixed `x k` and `x (k+1)` minimises
it at fixed `y k`, then `x k = (A⁻¹BC⁻¹Bᵀ)^k x 0` and both sequences tend to zero. -/
theorem two_step_converges (hH : (hessian A B C).PosDef) (x : ℕ → m → ℝ) (y : ℕ → n → ℝ)
    (hy : ∀ k y', energy A B C (x k) (y k) ≤ energy A B C (x k) y')
    (hx : ∀ k x', energy A B C (x (k + 1)) (y k) ≤ energy A B C x' (y k)) :
    (∀ k, x k = sweep A B C ^ k *ᵥ x 0) ∧ Tendsto x atTop (𝓝 0) ∧ Tendsto y atTop (𝓝 0) := by
  obtain ⟨s1, s2, s3⟩ := steps_minimise hH
  have ey : ∀ k, y k = ciStep B C (x k) := fun k => (s1 _ _).mp (hy k)
  have step : ∀ k, x (k + 1) = sweep A B C *ᵥ x k := fun k => by
    rw [(s2 _ _).mp (hx k), ey, s3]
  have ex : ∀ k, x k = sweep A B C ^ k *ᵥ x 0 := by
    intro k
    induction k with
    | zero => simp
    | succ k ih => rw [pow_succ', ← mulVec_mulVec, ← ih, step]
  have tx : Tendsto x atTop (𝓝 0) := (sweep_tendsto hH (x 0)).congr fun k => (ex k).symm
  have hc : Continuous fun v : m → ℝ => -(C⁻¹ *ᵥ (Bᵀ *ᵥ v)) := by
    fun_prop
  have ty := (hc.tendsto' 0 0 (by simp)).comp tx
  exact ⟨ex, tx, ty.congr fun k => (ey k).symm⟩
```

## One orbital and one CI parameter

For $A = C = 2$ and $B = 1$ the energy is $E = x^2 + xy + y^2$. The form of $H$ is $2E = x^2 + y^2 + (x+y)^2$, the identity `f`, which is positive unless $x = y = 0$, and $M = \tfrac12 \cdot 1 \cdot \tfrac12 \cdot 1 = \tfrac14$.

```lean
/-- With `A = C = 2` and `B = 1` the Hessian is positive definite and the sweep matrix is `1/4`. -/
theorem two_step_witness : (hessian !![(2 : ℝ)] !![(1 : ℝ)] !![(2 : ℝ)]).PosDef ∧
    sweep !![(2 : ℝ)] !![(1 : ℝ)] !![(2 : ℝ)] = !![1 / 4] := by
  have hi : (!![(2 : ℝ)])⁻¹ = !![1 / 2] := inv_eq_right_inv (by
    ext i j; fin_cases i; fin_cases j; simp [Matrix.mul_apply])
  refine ⟨posDef_iff_dotProduct_mulVec.mpr ⟨?_, ?_⟩, ?_⟩
  · ext i j
    rcases i with i | i <;> rcases j with j | j <;> fin_cases i <;> fin_cases j <;>
      simp [hessian]
  · intro v hv
    have hne : v (Sum.inl 0) ≠ 0 ∨ v (Sum.inr 0) ≠ 0 := by
      by_contra h
      simp only [not_or, ne_eq, not_not] at h
      refine hv (funext fun i => ?_)
      rcases i with i | i <;> rw [Subsingleton.elim i 0]
      exacts [h.1, h.2]
    have f : star v ⬝ᵥ hessian !![(2 : ℝ)] !![(1 : ℝ)] !![(2 : ℝ)] *ᵥ v =
        v (Sum.inl 0) ^ 2 + v (Sum.inr 0) ^ 2 + (v (Sum.inl 0) + v (Sum.inr 0)) ^ 2 := by
      simp [hessian, dotProduct, mulVec, Fintype.sum_sum_type]
      ring
    rw [f]
    rcases hne with h | h <;> positivity
  · rw [sweep, hi]
    ext i j
    fin_cases i; fin_cases j
    simp [Matrix.mul_apply]
    norm_num

end

end TwoStepMCSCF
```

```lean
#print axioms TwoStepMCSCF.two_step_converges
-- 'TwoStepMCSCF.two_step_converges' depends on axioms: [propext, Classical.choice, Quot.sound]
```

The updates are $y = -x/2$ and $x = -y/2$. From $x_0 = 1$ they give $y_0 = -\tfrac12$, $x_1 = \tfrac14$, $y_1 = -\tfrac18$, $x_2 = \tfrac1{16}$. The energies along the way are $E(x_0,y_0) = \tfrac34$, $E(x_1,y_0) = \tfrac3{16}$ and $E(x_1,y_1) = \tfrac3{64}$.

It is easy to assume only that $A$ and $C$ are positive definite, since that alone makes both half-steps well-defined minimisations. Take $A = C = 1$ and $B = 2$. Each half-step still has a unique minimiser, but $H$ has eigenvalues $3$ and $-1$, $M = 4$, and from $x_0 = 1$ the iterates $x_k = 4^k$ grow while the energy falls without bound. The listed iterates and this divergent case are pencil arithmetic and were not put through Lean.
